# Monotone energies and non-monotone forces in a three-site model with a truncated basis

The ground-state energy of a real matrix H is taken here to be the smallest energy expectation value over normalised real states, rather than a root of the characteristic polynomial:

E(H) = inf { x·Hx : x·x = 1 }.

For a symmetric matrix this is the lowest eigenvalue, by standard linear algebra. Truncating the basis means keeping a leading block of H, so a smaller basis simply allows fewer trial states.

## A chain with a fixed basis

The Hamiltonian is H(t) = H0 + tA, where t is a displacement. H0 couples neighbouring sites of a three-site chain with strength 1, and A = diag(1, 0, 2) is the derivative of the Hamiltonian. The force is minus the slope of the ground-state energy. At t = 0, the first N sites give:

N = 1: energy 0, slope 1, force −1
N = 2: energy −1, slope 1/2, force −1/2
N = 3: energy −√2, slope 3/4, force −3/4

The force overshoots its full-basis value and then turns back. From N = 1 to N = 2 the energy error falls from √2 to √2 − 1, while the force error keeps the magnitude 1/4. For plane-wave calculations, this finite, non-interacting model is a warning that a steadily falling energy does not by itself show that the forces are settling. Like plane waves, its basis does not move with the displacement, so there are no Pulay terms.

## What the theorems say

`groundEnergy H` is the infimum above; `⬝ᵥ` is the dot product and `*ᵥ` applies a matrix to a vector. `energy N h t` is the ground-state energy of the block of `H0 + t • A` on the first N sites, with `h` recording N ≤ 3. Sites are numbered 0, 1, 2.

`energy_le` says that, at every t, a larger block has no higher energy than a smaller nonempty one. `energy_one`, `energy_two` and `energy_three` give the energies and slopes in the table. `energies_monotone_forces_not` combines the energy ordering for all t with two strict inequalities at t = 0: as a signed number, the two-site force exceeds both the one-site and the three-site force, although its magnitude is the smallest of the three. Lean's `deriv` returns 0 where no derivative exists, but the `HasDerivAt` statements show that these three slopes are genuine.

The general slope formula, `hellmann_feynman`, concerns finite real symmetric matrices, a perturbation linear in t, and a ground state separated by a gap g > 0 from all states orthogonal to it. The gap expresses non-degeneracy. It is a hypothesis of the general theorem and is verified for each of the three blocks. If g = 0 were allowed, H = 0 with perturbation diag(1, −1) would be a counterexample: its ground-state energy −|t| has a kink at t = 0.

## Why a larger basis cannot raise the energy

Take a normalised state v of a block and pad it with zeros to obtain x. Then x·x = v·v = 1, and x·Hx equals the block's expectation value in v. Every energy available to the block is therefore available in the larger basis, whose infimum cannot be higher.

## The slope from two bounds

Let Hψ = Eψ with ψ·ψ = 1, and let y·Hy ≥ (E + g) y·y whenever ψ·y = 0. Write s = ψ·Aψ, B = (Aψ)·(Aψ), and E(t) for the ground-state energy of H + tA. Using ψ as a trial state gives

E(t) ≤ E + ts.

For the lower bound, write any normalised state as x = aψ + y with ψ·y = 0, so that a² + y·y = 1. Expanding and using the gap,

x·(H + tA)x ≥ E + ts + g y·y + 2ta y·Aψ + t(y·Ay − s y·y).

Choose K with |y·Ay − s y·y| ≤ K y·y for all y. If |t|K < g/2, the last term is at least −(g/2) y·y. What remains is handled by completing a square:

(g/2) y·y + 2ta y·Aψ = (g/2)|y + (2ta/g)Aψ|² − 2t²a²B/g ≥ −2Bt²/g,

because a² ≤ 1. Hence, as long as |t|K < g/2,

E + ts − 2Bt²/g ≤ E(t) ≤ E + ts.

At t = 0 this gives E(0) = E. The error is of order t², so the slope is s.

## The three ground states

For N = 1, ψ = (1), E = 0 and s = 1. Only the zero vector is orthogonal to ψ, so g = 1 will do.

For N = 2, ψ = (1, −1)/√2 and E = −1. Orthogonal vectors have y₀ = y₁, so y·Hy = 2y₀y₁ = y·y and g = 2. The slope is s = 1/2.

For N = 3, ψ = (1/2, −√2/2, 1/2) and H0ψ = −√2 ψ. Orthogonality means y₀ + y₂ = √2 y₁, so

y·H0y = 2y₁(y₀ + y₂) = 2√2 y₁² ≥ 0.

Thus g = √2 works, and s = 1/4 + 2/4 = 3/4.

## The Lean file

```lean
import Mathlib

open Matrix Filter Topology

namespace BasisTruncationForces

noncomputable section

variable {m n : Type*} [Fintype m] [Fintype n]

/-- The variational (Rayleigh-Ritz) ground-state energy of a real Hamiltonian on a nonempty basis:
the infimum of the energy expectation value over normalised states. -/
def groundEnergy (H : Matrix n n ℝ) : ℝ :=
  sInf {e | ∃ x : n → ℝ, x ⬝ᵥ x = 1 ∧ x ⬝ᵥ H *ᵥ x = e}

private lemma dot_nonneg (x : n → ℝ) : 0 ≤ x ⬝ᵥ x :=
  Finset.sum_nonneg fun i _ => mul_self_nonneg (x i)

private lemma form_bound (M : Matrix n n ℝ) :
    ∃ K : ℝ, ∀ y, |y ⬝ᵥ M *ᵥ y| ≤ K * (y ⬝ᵥ y) := by
  refine ⟨∑ i, ∑ j, |M i j|, fun y => ?_⟩
  have h1 : ∀ i, |y i| * |y i| ≤ y ⬝ᵥ y := fun i => by
    rw [abs_mul_abs_self]
    exact Finset.single_le_sum (f := fun i => y i * y i)
      (fun j _ => mul_self_nonneg (y j)) (Finset.mem_univ i)
  have h2 : ∀ i j, |y i * (M i j * y j)| ≤ |M i j| * (y ⬝ᵥ y) := fun i j => by
    have h : |y i| * |y j| ≤ y ⬝ᵥ y := by
      nlinarith [h1 i, h1 j, sq_nonneg (|y i| - |y j|)]
    rw [abs_mul, abs_mul]
    linarith [mul_le_mul_of_nonneg_left h (abs_nonneg (M i j))]
  calc |y ⬝ᵥ M *ᵥ y| = |∑ i, ∑ j, y i * (M i j * y j)| := by
        simp only [dotProduct, Matrix.mulVec, Finset.mul_sum]
    _ ≤ ∑ i, ∑ j, |y i * (M i j * y j)| := (Finset.abs_sum_le_sum_abs _ _).trans
        (Finset.sum_le_sum fun i _ => Finset.abs_sum_le_sum_abs _ _)
    _ ≤ ∑ i, ∑ j, |M i j| * (y ⬝ᵥ y) :=
        Finset.sum_le_sum fun i _ => Finset.sum_le_sum fun j _ => h2 i j
    _ = (∑ i, ∑ j, |M i j|) * (y ⬝ᵥ y) := by simp only [Finset.sum_mul]

private lemma form_add {H : Matrix n n ℝ} (hH : H.IsSymm) (a : ℝ) (u w : n → ℝ) :
    (a • u + w) ⬝ᵥ H *ᵥ (a • u + w)
      = a ^ 2 * (u ⬝ᵥ H *ᵥ u) + 2 * a * (w ⬝ᵥ H *ᵥ u) + w ⬝ᵥ H *ᵥ w := by
  have h : u ⬝ᵥ H *ᵥ w = w ⬝ᵥ H *ᵥ u := by
    rw [Matrix.dotProduct_mulVec, ← Matrix.mulVec_transpose, hH.eq, dotProduct_comm]
  simp only [Matrix.mulVec_add, Matrix.mulVec_smul, add_dotProduct, dotProduct_add,
    smul_dotProduct, dotProduct_smul, smul_eq_mul]
  linear_combination a * h

/-- No normalised trial state has an energy below the ground-state energy. -/
theorem groundEnergy_le (H : Matrix n n ℝ) {x : n → ℝ} (hx : x ⬝ᵥ x = 1) :
    groundEnergy H ≤ x ⬝ᵥ H *ᵥ x := by
  obtain ⟨K, hK⟩ := form_bound H
  refine csInf_le ⟨-K, ?_⟩ ⟨x, hx, rfl⟩
  rintro _ ⟨y, hy, rfl⟩
  have h := (abs_le.1 (hK y)).1
  rwa [hy, mul_one] at h

/-- Enlarging a nonempty basis never raises the ground-state energy. -/
theorem groundEnergy_le_block [Nonempty m] (H : Matrix n n ℝ) {f : m → n}
    (hf : Function.Injective f) : groundEnergy H ≤ groundEnergy (H.submatrix f f) := by
  classical
  refine le_csInf ⟨_, Pi.single (Classical.arbitrary m) 1, by simp, rfl⟩ ?_
  rintro _ ⟨v, hv, rfl⟩
  -- a state of the block, padded with zeros, is a trial state
  have hdot : ∀ g : n → ℝ, Function.extend f v 0 ⬝ᵥ g = v ⬝ᵥ (g ∘ f) := by
    intro g
    symm
    unfold dotProduct
    apply Fintype.sum_of_injective f hf
    · intro i hi
      simp [Function.extend_apply' v (0 : n → ℝ) i hi]
    · intro j
      simp [hf.extend_apply]
  have hxf : Function.extend f v 0 ∘ f = v := funext fun j => hf.extend_apply _ _ _
  have hHx : (H *ᵥ Function.extend f v 0) ∘ f = H.submatrix f f *ᵥ v := by
    funext j
    change (fun k => H (f j) k) ⬝ᵥ Function.extend f v 0 = (fun k => H (f j) (f k)) ⬝ᵥ v
    rw [dotProduct_comm, hdot]
    exact dotProduct_comm _ _
  have h := groundEnergy_le H (x := Function.extend f v 0) (by rw [hdot, hxf, hv])
  rwa [hdot, hHx] at h

/-- Hellmann-Feynman theorem: if a normalised eigenvector ψ of a real symmetric H lies below all
states orthogonal to it by a gap g > 0, its eigenvalue is the ground-state energy, and under a
real symmetric perturbation tA that energy has slope ⟨ψ|A|ψ⟩ at t = 0. -/
theorem hellmann_feynman {H A : Matrix n n ℝ} (hH : H.IsSymm) (hA : A.IsSymm)
    {ψ : n → ℝ} {E g : ℝ} (hψ : ψ ⬝ᵥ ψ = 1) (he : H *ᵥ ψ = E • ψ) (hg : 0 < g)
    (hgap : ∀ y, ψ ⬝ᵥ y = 0 → (E + g) * (y ⬝ᵥ y) ≤ y ⬝ᵥ H *ᵥ y) :
    groundEnergy H = E ∧
      HasDerivAt (fun t : ℝ => groundEnergy (H + t • A)) (ψ ⬝ᵥ A *ᵥ ψ) 0 := by
  classical
  obtain ⟨s, hs⟩ : ∃ s, s = ψ ⬝ᵥ A *ᵥ ψ := ⟨_, rfl⟩
  obtain ⟨B, hB⟩ : ∃ B, B = (A *ᵥ ψ) ⬝ᵥ (A *ᵥ ψ) := ⟨_, rfl⟩
  have hB0 : 0 ≤ B := hB ▸ dot_nonneg _
  obtain ⟨K, hK⟩ := form_bound (A - s • (1 : Matrix n n ℝ))
  simp only [Matrix.sub_mulVec, Matrix.smul_mulVec, Matrix.one_mulVec, dotProduct_sub,
    dotProduct_smul, smul_eq_mul] at hK
  have hform : ∀ (t : ℝ) x, x ⬝ᵥ (H + t • A) *ᵥ x = x ⬝ᵥ H *ᵥ x + t * (x ⬝ᵥ A *ᵥ x) := by
    intro t x
    rw [Matrix.add_mulVec, Matrix.smul_mulVec, dotProduct_add, dotProduct_smul, smul_eq_mul]
  -- upper bound: ψ is a trial state
  have hup : ∀ t : ℝ, groundEnergy (H + t • A) ≤ E + t * s := fun t => by
    have h := groundEnergy_le (H + t • A) hψ
    rwa [hform, he, dotProduct_smul, hψ, ← hs, smul_eq_mul, mul_one] at h
  -- lower bound: split a state along and orthogonal to ψ, then complete a square
  have hlo : ∀ t : ℝ, |t| * K < g / 2 →
      E + t * s - 2 * B / g * t ^ 2 ≤ groundEnergy (H + t • A) := by
    intro t ht
    refine le_csInf ⟨_, ψ, hψ, rfl⟩ ?_
    rintro _ ⟨x, hx, rfl⟩
    obtain ⟨a, y, rfl, hy⟩ : ∃ (a : ℝ) (y : n → ℝ), x = a • ψ + y ∧ ψ ⬝ᵥ y = 0 :=
      ⟨ψ ⬝ᵥ x, x - (ψ ⬝ᵥ x) • ψ, by simp, by
        rw [dotProduct_sub, dotProduct_smul, hψ, smul_eq_mul, mul_one, sub_self]⟩
    simp only [add_dotProduct, dotProduct_add, smul_dotProduct, dotProduct_smul,
      smul_eq_mul, hψ, hy, dotProduct_comm y ψ] at hx
    have ha : a ^ 2 = 1 - y ⬝ᵥ y := by linear_combination hx
    have hY := dot_nonneg y
    have h1 := neg_abs_le (t * (y ⬝ᵥ A *ᵥ y - s * (y ⬝ᵥ y)))
    rw [abs_mul] at h1
    have h2 := mul_le_mul_of_nonneg_left (hK y) (abs_nonneg t)
    have h3 := mul_le_mul_of_nonneg_right ht.le hY
    have hsq := dot_nonneg (g • y + (2 * t * a) • (A *ᵥ ψ))
    simp only [add_dotProduct, dotProduct_add, smul_dotProduct, dotProduct_smul,
      smul_eq_mul, dotProduct_comm (A *ᵥ ψ) y, ← hB] at hsq
    have h4 : t ^ 2 * B * a ^ 2 ≤ t ^ 2 * B * 1 :=
      mul_le_mul_of_nonneg_left (by linarith) (mul_nonneg (sq_nonneg t) hB0)
    have h5 : -(2 * B / g * t ^ 2) ≤ g / 2 * (y ⬝ᵥ y) + 2 * t * a * (y ⬝ᵥ A *ᵥ ψ) := by
      have e1 : -(2 * B / g * t ^ 2) = -(2 * B * t ^ 2) / g := by ring
      rw [e1, div_le_iff₀ hg]
      linarith
    rw [hform, form_add hH, form_add hA, he, ← hs]
    simp only [dotProduct_smul, smul_eq_mul, hψ, dotProduct_comm y ψ, hy]
    rw [ha]
    linarith [hgap y hy]
  have hE0 : groundEnergy H = E := by
    have h1 := hlo 0 (by rw [abs_zero, zero_mul]; exact half_pos hg)
    have h2 := hup 0
    simp only [zero_smul, add_zero, zero_mul] at h1 h2
    linarith
  refine ⟨hE0, ?_⟩
  rw [← hs, hasDerivAt_iff_isLittleO_nhds_zero]
  have hcont : Continuous fun t : ℝ => |t| * K := continuous_abs.mul continuous_const
  have hsmall := (hcont.tendsto' 0 0 (by simp)).eventually_lt_const (half_pos hg)
  -- the error of the linear formula is of second order in t
  refine (Asymptotics.IsBigO.of_bound (2 * B / g) ?_).trans_isLittleO
    (Asymptotics.isLittleO_pow_id one_lt_two)
  filter_upwards [hsmall] with t ht
  simp only [zero_add, zero_smul, add_zero, smul_eq_mul, hE0]
  have h0 : 0 ≤ 2 * B / g * t ^ 2 :=
    mul_nonneg (div_nonneg (by linarith) hg.le) (sq_nonneg t)
  rw [Real.norm_eq_abs, Real.norm_eq_abs, abs_of_nonneg (sq_nonneg t), abs_le]
  constructor <;> linarith [hlo t ht, hup t]

/-- The unperturbed Hamiltonian: a three-site chain with unit coupling between neighbours. -/
def H0 : Matrix (Fin 3) (Fin 3) ℝ := !![0, 1, 0; 1, 0, 1; 0, 1, 0]

/-- The derivative of the Hamiltonian with respect to the displacement t. -/
def A : Matrix (Fin 3) (Fin 3) ℝ := !![1, 0, 0; 0, 0, 0; 0, 0, 2]

/-- The ground-state energy at displacement t in the basis of the first N ≥ 1 sites. -/
def energy (N : ℕ) (h : N ≤ 3) (t : ℝ) : ℝ :=
  groundEnergy ((H0 + t • A).submatrix (Fin.castLE h) (Fin.castLE h))

/-- At every displacement, a larger leading block has no higher ground-state energy than a
smaller nonempty one. -/
theorem energy_le {M N : ℕ} (hM : 0 < M) (hMN : M ≤ N) (hN : N ≤ 3) (t : ℝ) :
    energy N hN t ≤ energy M (hMN.trans hN) t := by
  have : Nonempty (Fin M) := ⟨⟨0, hM⟩⟩
  have hc : Fin.castLE hN ∘ Fin.castLE hMN = Fin.castLE (hMN.trans hN) := funext fun _ => rfl
  have h := groundEnergy_le_block ((H0 + t • A).submatrix (Fin.castLE hN) (Fin.castLE hN))
    (Fin.castLE_injective hMN)
  rw [Matrix.submatrix_submatrix, hc] at h
  exact h

/-- With one basis function the energy at t = 0 is 0 and its slope is 1. -/
theorem energy_one (h : 1 ≤ 3) : energy 1 h 0 = 0 ∧ HasDerivAt (energy 1 h) 1 0 := by
  have hE : energy 1 h = fun t : ℝ => groundEnergy (!![(0 : ℝ)] + t • !![(1 : ℝ)]) := by
    funext t
    unfold energy
    congr 1
    ext i j
    fin_cases i; fin_cases j; rfl
  have key := hellmann_feynman (H := !![(0 : ℝ)]) (A := !![(1 : ℝ)]) (ψ := ![1]) (E := 0) (g := 1)
    (Matrix.IsSymm.ext fun i j => by fin_cases i; fin_cases j; rfl)
    (Matrix.IsSymm.ext fun i j => by fin_cases i; fin_cases j; rfl)
    (by simp [dotProduct]) (by ext i; fin_cases i; simp [Matrix.mulVec, dotProduct]) one_pos
    (fun y hy => by
      have h0 : y 0 = 0 := by simpa [dotProduct] using hy
      simp [Matrix.mulVec, dotProduct, h0])
  constructor
  · simp only [hE, zero_smul, add_zero]
    exact key.1
  · rw [hE]
    exact key.2.congr_deriv (by simp [Matrix.mulVec, dotProduct])

/-- With two basis functions the energy at t = 0 is -1 and its slope is 1/2. -/
theorem energy_two (h : 2 ≤ 3) : energy 2 h 0 = -1 ∧ HasDerivAt (energy 2 h) (1 / 2) 0 := by
  have h2 : √2 * √2 = (2 : ℝ) := Real.mul_self_sqrt (by norm_num)
  have hE : energy 2 h = fun t : ℝ =>
      groundEnergy (!![(0 : ℝ), 1; 1, 0] + t • !![(1 : ℝ), 0; 0, 0]) := by
    funext t
    unfold energy
    congr 1
    ext i j
    fin_cases i <;> fin_cases j <;> rfl
  have key := hellmann_feynman (H := !![(0 : ℝ), 1; 1, 0]) (A := !![(1 : ℝ), 0; 0, 0])
    (ψ := ![√2 / 2, -(√2 / 2)]) (E := -1) (g := 2)
    (Matrix.IsSymm.ext fun i j => by fin_cases i <;> fin_cases j <;> rfl)
    (Matrix.IsSymm.ext fun i j => by fin_cases i <;> fin_cases j <;> rfl)
    (by
      simp only [dotProduct, Fin.sum_univ_two, Matrix.cons_val_zero, Matrix.cons_val_one]
      linear_combination (1 / 2) * h2)
    (by
      ext i
      fin_cases i <;> simp [Matrix.mulVec, dotProduct, Fin.sum_univ_two])
    two_pos
    (fun y hy => by
      simp only [dotProduct, Fin.sum_univ_two, Matrix.cons_val_zero, Matrix.cons_val_one] at hy
      have h01 : y 0 = y 1 := by linear_combination √2 * hy - (y 0 - y 1) / 2 * h2
      simp only [Matrix.mulVec, dotProduct, Fin.sum_univ_two, Matrix.of_apply,
        Matrix.cons_val_zero, Matrix.cons_val_one, h01]
      apply le_of_eq
      ring)
  constructor
  · simp only [hE, zero_smul, add_zero]
    exact key.1
  · rw [hE]
    refine key.2.congr_deriv ?_
    simp only [Matrix.mulVec, dotProduct, Fin.sum_univ_two, Matrix.of_apply,
      Matrix.cons_val_zero, Matrix.cons_val_one]
    linear_combination (1 / 4) * h2

/-- With all three basis functions the energy at t = 0 is -√2 and its slope is 3/4. -/
theorem energy_three (h : 3 ≤ 3) :
    energy 3 h 0 = -√2 ∧ HasDerivAt (energy 3 h) (3 / 4) 0 := by
  have h2 : √2 * √2 = (2 : ℝ) := Real.mul_self_sqrt (by norm_num)
  have hE : energy 3 h = fun t : ℝ => groundEnergy (H0 + t • A) := by
    funext t
    rfl
  have key := hellmann_feynman (H := H0) (A := A)
    (ψ := ![1 / 2, -(√2 / 2), 1 / 2]) (E := -√2) (g := √2)
    (Matrix.IsSymm.ext fun i j => by fin_cases i <;> fin_cases j <;> rfl)
    (Matrix.IsSymm.ext fun i j => by fin_cases i <;> fin_cases j <;> rfl)
    (by
      simp only [dotProduct, Fin.sum_univ_three, Matrix.cons_val]
      linear_combination (1 / 4) * h2)
    (by
      refine funext fun i => ?_
      match i with
      | 0 | 1 | 2 =>
        simp only [H0, Matrix.mulVec, dotProduct, Fin.sum_univ_three, Matrix.of_apply,
          Matrix.cons_val, Pi.smul_apply, smul_eq_mul]
        nlinarith [h2])
    (by positivity)
    (fun y hy => by
      simp only [dotProduct, Fin.sum_univ_three, Matrix.cons_val] at hy
      simp only [H0, Matrix.mulVec, dotProduct, Fin.sum_univ_three, Matrix.of_apply,
        Matrix.cons_val]
      have hp : 0 ≤ 2 * √2 * (y 1 * y 1) := mul_nonneg (by positivity) (mul_self_nonneg _)
      linear_combination hp - 4 * y 1 * hy)
  constructor
  · simp only [hE, zero_smul, add_zero]
    exact key.1
  · rw [hE]
    refine key.2.congr_deriv ?_
    simp only [A, Matrix.mulVec, dotProduct, Fin.sum_univ_three, Matrix.of_apply, Matrix.cons_val]
    ring

/-- At every displacement the energy does not rise as the basis grows from one to two to three
functions, yet the force (minus the slope) at t = 0 first increases and then decreases. -/
theorem energies_monotone_forces_not (h1 : 1 ≤ 3) (h2 : 2 ≤ 3) (h3 : 3 ≤ 3) :
    (∀ t, energy 3 h3 t ≤ energy 2 h2 t ∧ energy 2 h2 t ≤ energy 1 h1 t) ∧
    -deriv (energy 1 h1) 0 < -deriv (energy 2 h2) 0 ∧
    -deriv (energy 3 h3) 0 < -deriv (energy 2 h2) 0 := by
  refine ⟨fun t => ⟨energy_le (by norm_num) h2 h3 t,
    energy_le (by norm_num) (by norm_num) h2 t⟩, ?_⟩
  rw [(energy_one h1).2.deriv, (energy_two h2).2.deriv, (energy_three h3).2.deriv]
  norm_num

end

end BasisTruncationForces
```

```lean
#print axioms BasisTruncationForces.energies_monotone_forces_not
```

```
'BasisTruncationForces.energies_monotone_forces_not' depends on axioms: [propext, Classical.choice, Quot.sound]
```

## From the bounds to the Lean proof

`dot_nonneg` says that y·y ≥ 0. `form_bound` bounds |y·My| by a constant times y·y, using the sum of the absolute matrix entries. This makes the set of energies bounded below, as `groundEnergy_le` needs, and also supplies K. `form_add` expands the quadratic form of aψ + y, using symmetry to merge the cross terms.

In `groundEnergy_le_block`, `Function.extend f v 0` is the padded state, and `hdot` reduces its dot products to sums over the block. `energy_le` applies this to nested leading blocks.

In `hellmann_feynman`, `hup` and `hlo` are the two bounds. `hsq` states that |gy + 2taAψ|² is non-negative, and `h5` turns this into the completed-square estimate. The last steps convert an O(t²) error into the derivative.

The three block theorems identify each block with an explicit matrix, then supply ψ, E and g. Their algebra mostly reduces to √2·√2 = 2. The final theorem uses `energy_le` twice and compares the three slopes.

## Other diagonal perturbations

The same ground states and gaps can be used by hand for A = diag(a, b, c). The slopes become

a, (a + b)/2, (a + 2b + c)/4,

with successive changes (b − a)/2 and (c − a)/4. As the basis grows from one to two to three sites, the force at t = 0 therefore moves one way and then back exactly when b − a and c − a have opposite signs. The force itself need not change sign.
